# A differentiable planar potential is rotation invariant exactly when its total torque vanishes everywhere

A cluster of atoms simulated in vacuum has no preferred orientation: turning the whole cluster about the origin leaves its potential energy unchanged. The question is what this implies for the forces, and whether an integrator with a finite time step keeps the angular momentum constant. For finitely many particles in the plane, a differentiable potential and invariance under every rotation angle, the total torque is zero, and with nonzero masses velocity Verlet conserves angular momentum exactly in real arithmetic.

## Configurations, rotations and the torque sum

Particle $i$ sits at $q_i=(x_i,y_i)$, and $V(q)$ is the potential energy of the configuration $q$. In Lean the labels form any finite type `ι`, one particle or none included, and a configuration is a map `ι → ℝ × ℝ`.

```lean
import Mathlib

open Real

namespace RotationalInvarianceTorque

noncomputable section

variable {ι : Type*} [Fintype ι] [DecidableEq ι]
```

The rotation $R_\theta$ turns all positions counterclockwise about the origin by the same angle, $(R_\theta q)_i=(x_i\cos\theta-y_i\sin\theta,\;x_i\sin\theta+y_i\cos\theta)$. Its generator is $G(q)_i=(-y_i,x_i)$.

```lean
/-- Simultaneous rotation of all positions about the origin by the angle `θ`. -/
def rot (θ : ℝ) (q : ι → ℝ × ℝ) : ι → ℝ × ℝ :=
  fun i => (cos θ * (q i).1 - sin θ * (q i).2, sin θ * (q i).1 + cos θ * (q i).2)

/-- The infinitesimal rotation: particle `i` is displaced by `(-y_i, x_i)`. -/
def gen (q : ι → ℝ × ℝ) : ι → ℝ × ℝ := fun i => (-(q i).2, (q i).1)
```

The displacements $e^x_i$ and $e^y_i$ move particle $i$ by one unit along $x$ or $y$, and the partial derivatives are derivatives along them.

```lean
/-- Unit displacement of particle `i` along `x`, all other particles fixed. -/
def ex (i : ι) : ι → ℝ × ℝ := Pi.single i (1, 0)

/-- Unit displacement of particle `i` along `y`, all other particles fixed. -/
def ey (i : ι) : ι → ℝ × ℝ := Pi.single i (0, 1)

/-- The partial derivative `∂V/∂x_i` at the configuration `q`. -/
def dVdx (V : (ι → ℝ × ℝ) → ℝ) (q : ι → ℝ × ℝ) (i : ι) : ℝ := lineDeriv ℝ V q (ex i)

/-- The partial derivative `∂V/∂y_i` at the configuration `q`. -/
def dVdy (V : (ι → ℝ × ℝ) → ℝ) (q : ι → ℝ × ℝ) (i : ι) : ℝ := lineDeriv ℝ V q (ey i)
```

The sum $T(q)=\sum_i\left(x_i\,\partial V/\partial y_i-y_i\,\partial V/\partial x_i\right)$ is `torque`. It is built from gradients, so the torque of the forces $-\nabla_iV$ about the origin is $-T$.

```lean
/-- The sum `∑ x_i ∂V/∂y_i - y_i ∂V/∂x_i`, the total torque about the origin of the
gradients of `V` (minus that of the forces). -/
def torque (V : (ι → ℝ × ℝ) → ℝ) (q : ι → ℝ × ℝ) : ℝ :=
  ∑ i, ((q i).1 * dVdy V q i - (q i).2 * dVdx V q i)
```

## (a) Rate of change of a rotated configuration

Show that $\frac{d}{d\theta}R_\theta q=G(R_\theta q)$.

Write $(x_i',y_i')=(R_\theta q)_i$. Then $dx_i'/d\theta=-x_i\sin\theta-y_i\cos\theta=-y_i'$ and $dy_i'/d\theta=x_i\cos\theta-y_i\sin\theta=x_i'$. In Lean `hasDerivAt_pi` reduces the claim to one particle, `hx` and `hy` are the two components, and `prodMk` pairs them.

```lean
omit [Fintype ι] [DecidableEq ι] in
/-- The rotated configuration changes with the angle at the rate given by the infinitesimal
rotation. -/
theorem rot_hasDerivAt (q : ι → ℝ × ℝ) (θ : ℝ) :
    HasDerivAt (fun t => rot t q) (gen (rot θ q)) θ := by
  refine hasDerivAt_pi.2 fun i => ?_
  have hx : HasDerivAt (fun t => cos t * (q i).1 - sin t * (q i).2)
      (-(sin θ * (q i).1 + cos θ * (q i).2)) θ :=
    (((hasDerivAt_cos θ).mul_const (q i).1).fun_sub
      ((hasDerivAt_sin θ).mul_const (q i).2)).congr_deriv (by ring)
  have hy : HasDerivAt (fun t => sin t * (q i).1 + cos t * (q i).2)
      (cos θ * (q i).1 - sin θ * (q i).2) θ :=
    (((hasDerivAt_sin θ).mul_const (q i).1).fun_add
      ((hasDerivAt_cos θ).mul_const (q i).2)).congr_deriv (by ring)
  exact hx.prodMk hy
```

## (b) The differential along the generator

Let $V$ be differentiable at $q$, with differential $DV(q)$, a linear map from displacements to numbers. Show that $DV(q)[G(q)]=T(q)$.

Expand $G(q)=\sum_i(x_ie^y_i-y_ie^x_i)$. Linearity gives
$$DV(q)[G(q)]=\sum_i\left(x_i\,DV(q)[e^y_i]-y_i\,DV(q)[e^x_i]\right),$$
and $DV(q)[e^x_i]=\partial V/\partial x_i$, $DV(q)[e^y_i]=\partial V/\partial y_i$. The differential is `fderiv ℝ V q`, the expansion is `hgen`, and linearity is `map_sum`, `map_sub` and `map_smul`.

```lean
/-- The differential of the potential along the infinitesimal rotation is the torque sum. -/
theorem fderiv_gen {V : (ι → ℝ × ℝ) → ℝ} {q : ι → ℝ × ℝ} (hV : DifferentiableAt ℝ V q) :
    fderiv ℝ V q (gen q) = torque V q := by
  -- expand the infinitesimal rotation in single-coordinate displacements
  have hgen : gen q = ∑ i, ((q i).1 • ey i - (q i).2 • ex i) := by
    funext j
    rw [Finset.sum_apply, Finset.sum_eq_single j]
    · ext <;> simp [gen, ex, ey]
    · intro b _ hb
      simp [ex, ey, Ne.symm hb]
    · simp
  rw [hgen, map_sum]
  unfold torque dVdx dVdy
  refine Finset.sum_congr rfl fun i _ => ?_
  rw [map_sub, map_smul, map_smul, hV.lineDeriv_eq_fderiv, hV.lineDeriv_eq_fderiv,
    smul_eq_mul, smul_eq_mul]
```

The proof turns on `hV.lineDeriv_eq_fderiv`. The expression `lineDeriv ℝ V q v` is the one-variable derivative of $t\mapsto V(q+tv)$ at $t=0$, which is how a partial derivative is defined. It sees $V$ only on one line (and is set to $0$ where that derivative fails to exist), so nothing makes it linear in $v$. As an unformalised illustration, $f=xy^2/(x^2+y^2)$ with $f(0,0)=0$ has both partial derivatives zero at the origin but slope $1/2$ along $(1,1)$. Under `DifferentiableAt ℝ V q` the lemma identifies the line derivative with the linear map `fderiv ℝ V q` applied to `v`. This connects the coordinate formula for $T$ to the chain rule.

## (c) Energy as a function of the angle

Show that $\frac{d}{d\theta}V(R_\theta q)=T(R_\theta q)$ if $V$ is differentiable at $R_\theta q$.

The chain rule with (a) gives $DV(R_\theta q)[G(R_\theta q)]$, which is $T(R_\theta q)$ by (b). The chain rule is `comp_hasDerivAt`.

```lean
/-- The derivative of the potential energy with respect to the rotation angle is the torque
sum at the rotated configuration. -/
theorem energy_rot_hasDerivAt {V : (ι → ℝ × ℝ) → ℝ} (q : ι → ℝ × ℝ) (θ : ℝ)
    (hV : DifferentiableAt ℝ V (rot θ q)) :
    HasDerivAt (fun t => V (rot t q)) (torque V (rot θ q)) θ := by
  rw [← fderiv_gen hV]
  exact hV.hasFDerivAt.comp_hasDerivAt θ (rot_hasDerivAt q θ)
```

## (d) Invariance gives zero torque

Let $V$ be differentiable at $q$ and let $V(R_\theta q)=V(q)$ for all real $\theta$. Show that $T(q)=0$.

Set $\theta=0$ in (c), using $R_0q=q$ (`h0`): the function $\theta\mapsto V(R_\theta q)$ has derivative $T(q)$ there. It is also constant (`hc`), with derivative $0$, and `h.unique` equates the two. The hypotheses concern only $V$ near the configuration $q$ and its values on the rotated copies of $q$, so a potential that is singular where particles coincide is covered at each $q$ where it is differentiable. The hypothesis `hinv` is invariance along the orbit of this one $q$ only. It can hold even in a field that fixes a direction: $V=\sum_i x_i$ satisfies it at any $q$ with $\sum_i q_i=0$. The absence of a preferred direction about the origin corresponds to invariance at every configuration, as in (e) and (g).

```lean
/-- If `V` is differentiable at `q` and takes the same value at every rotated copy of `q`,
then `∑ x_i ∂V/∂y_i - y_i ∂V/∂x_i` vanishes at `q`. -/
theorem torque_eq_zero {V : (ι → ℝ × ℝ) → ℝ} {q : ι → ℝ × ℝ} (hV : DifferentiableAt ℝ V q)
    (hinv : ∀ θ, V (rot θ q) = V q) : torque V q = 0 := by
  have h0 : rot 0 q = q := by
    funext i
    simp [rot]
  have h := energy_rot_hasDerivAt q 0 (by rw [h0]; exact hV)
  -- the energy is constant in the angle, so its derivative is zero
  have hc : (fun t => V (rot t q)) = fun _ => V q := funext hinv
  rw [h0, hc] at h
  exact h.unique (hasDerivAt_const 0 (V q))
```

## (e) Zero torque gives invariance

For $V$ differentiable at every configuration, show that $V(R_\theta q)=V(q)$ for all $\theta,q$ if and only if $T(q)=0$ for all $q$.

The forward direction is (d) at each $q$. Conversely, fix $q$. By (c) the function $t\mapsto V(R_tq)$ has derivative $T(R_tq)=0$ for every $t$ (`hd`), so it is constant on the real line (`is_const_of_deriv_eq_zero`) and $V(R_\theta q)=V(R_0q)=V(q)$.

```lean
/-- A differentiable potential is invariant under simultaneous rotation by every angle if and
only if the torque sum vanishes at every configuration. -/
theorem invariant_iff_torque_eq_zero {V : (ι → ℝ × ℝ) → ℝ} (hV : Differentiable ℝ V) :
    (∀ θ q, V (rot θ q) = V q) ↔ ∀ q, torque V q = 0 := by
  refine ⟨fun h q => torque_eq_zero (hV q) fun θ => h θ q, fun h θ q => ?_⟩
  have h0 : rot 0 q = q := by
    funext i
    simp [rot]
  have hd : ∀ t, HasDerivAt (fun t => V (rot t q)) 0 t := fun t => by
    have := energy_rot_hasDerivAt q t (hV _)
    rwa [h] at this
  have key : V (rot θ q) = V (rot 0 q) :=
    is_const_of_deriv_eq_zero (fun t => (hd t).differentiableAt) (fun t => (hd t).deriv) θ 0
  rw [key, h0]
```

## States and the Verlet step

A state `s` holds positions `s.1` and velocities `s.2`, $v_i=(v_{x,i},v_{y,i})$. With masses $m_i$ the angular momentum about the origin is $L=\sum_im_i(x_iv_{y,i}-y_iv_{x,i})$.

```lean
/-- A state of the system: positions and velocities of all particles. -/
abbrev State (ι : Type*) := (ι → ℝ × ℝ) × (ι → ℝ × ℝ)

/-- Total angular momentum about the origin for masses `m`. -/
def angMom (m : ι → ℝ) (s : State ι) : ℝ :=
  ∑ i, m i * ((s.1 i).1 * (s.2 i).2 - (s.1 i).2 * (s.2 i).1)
```

A kick of length $h$ sets $v_i\to v_i-h\nabla_iV/m_i$, a drift sets $q_i\to q_i+hv_i$, and a velocity Verlet step is half kick, drift, half kick, the last with forces at the new positions.

```lean
/-- Velocity update `v_i ← v_i - h ∇_i V / m_i` at fixed positions. -/
def kick (V : (ι → ℝ × ℝ) → ℝ) (m : ι → ℝ) (h : ℝ) (s : State ι) : State ι :=
  (s.1, fun i => ((s.2 i).1 - h * dVdx V s.1 i / m i, (s.2 i).2 - h * dVdy V s.1 i / m i))

/-- Position update `q_i ← q_i + h v_i` at fixed velocities. -/
def drift (h : ℝ) (s : State ι) : State ι :=
  (fun i => ((s.1 i).1 + h * (s.2 i).1, (s.1 i).2 + h * (s.2 i).2), s.2)

/-- One velocity Verlet step: half kick, full drift, half kick. -/
def verlet (V : (ι → ℝ × ℝ) → ℝ) (m : ι → ℝ) (h : ℝ) (s : State ι) : State ι :=
  kick V m (h / 2) (drift h (kick V m (h / 2) s))
```

## (f) Angular momentum change in a kick

For nonzero masses, show that a kick sends $L$ to $L-hT(q)$.

Substituting the new velocities,
$$L'=\sum_im_i\left[x_i\Big(v_{y,i}-\frac{h}{m_i}\frac{\partial V}{\partial y_i}\Big)-y_i\Big(v_{x,i}-\frac{h}{m_i}\frac{\partial V}{\partial x_i}\Big)\right]=L-hT(q),$$
after cancelling $m_i/m_i=1$. That cancellation is `hi`, and `linear_combination` applies it term by term. The identity is algebraic and assumes nothing about $V$.

```lean
/-- With nonzero masses, a kick of length `h` lowers the angular momentum by `h` times the
torque sum. -/
theorem angMom_kick (V : (ι → ℝ × ℝ) → ℝ) {m : ι → ℝ} (hm : ∀ i, m i ≠ 0) (h : ℝ)
    (s : State ι) : angMom m (kick V m h s) = angMom m s - h * torque V s.1 := by
  unfold angMom torque
  rw [Finset.mul_sum, ← Finset.sum_sub_distrib]
  refine Finset.sum_congr rfl fun i _ => ?_
  have hi : m i * (m i)⁻¹ = 1 := mul_inv_cancel₀ (hm i)
  simp only [kick, div_eq_mul_inv]
  linear_combination (-h * ((s.1 i).1 * dVdy V s.1 i - (s.1 i).2 * dVdx V s.1 i)) * hi
```

## (g) Conservation under velocity Verlet

For $V$ differentiable everywhere and invariant under all rotations, and nonzero masses, show that $n$ steps of any real size $h$ leave $L$ unchanged, for every $n\ge0$ and every initial state.

By (e) $T=0$ everywhere, so by (f) every kick preserves $L$ (`hk`). A drift does too (`hd`), since
$$(x_i+hv_{x,i})v_{y,i}-(y_i+hv_{y,i})v_{x,i}=x_iv_{y,i}-y_iv_{x,i}.$$
A step composes three such maps, and induction on $n$ finishes; `(verlet V m h)^[n]` is the $n$-fold composition.

```lean
/-- For a differentiable rotation-invariant potential and nonzero masses, any number of
velocity Verlet steps of any step size leaves the angular momentum unchanged. -/
theorem angMom_verlet_iterate {V : (ι → ℝ × ℝ) → ℝ} (hV : Differentiable ℝ V)
    (hinv : ∀ θ q, V (rot θ q) = V q) {m : ι → ℝ} (hm : ∀ i, m i ≠ 0) (h : ℝ) (n : ℕ)
    (s : State ι) : angMom m ((verlet V m h)^[n] s) = angMom m s := by
  have hT := (invariant_iff_torque_eq_zero hV).1 hinv
  have hk : ∀ k u, angMom m (kick V m k u) = angMom m u := fun k u => by
    rw [angMom_kick V hm, hT, mul_zero, sub_zero]
  -- a drift moves each particle parallel to its velocity
  have hd : ∀ u : State ι, angMom m (drift h u) = angMom m u := fun u => by
    unfold angMom
    refine Finset.sum_congr rfl fun i _ => ?_
    simp only [drift]
    ring
  induction n with
  | zero => rfl
  | succ n ih => rw [Function.iterate_succ_apply', verlet, hk, hd, hk, ih]
```

This is the symmetry argument associated with Noether's theorem, carried out for a discrete map and planar rotations; continuous-time trajectories and energy conservation are not treated. For an isolated planar system with an everywhere differentiable invariant potential, and without constraints, thermostat or periodic box, a drift of $L$ in a velocity Verlet run is not a discretisation error of the finite step (in exact arithmetic there is none), which points to rounding or to computed forces that differ from $-\nabla_iV$. Global differentiability excludes potentials that diverge at contact, such as Lennard-Jones. For an invariant potential of this kind, (d) and (f) still show that $L$ is conserved as long as $V$ is differentiable at the positions where each kick is made. Three dimensions are not covered.

## (h) A nonconstant invariant potential

Take particles $0$ and $1$ with $V=(|q_0-q_1|^2-1)^2+|q_0|^2$, where $|\cdot|$ is Euclidean length: a quartic bond with rest length one, and a harmonic trap at the origin on particle $0$. Show that $V$ is differentiable, invariant and not constant.

```lean
/-- Two particles joined by a quartic bond of unit length, the first also held by a harmonic
trap at the origin. -/
def bondTrap (q : Fin 2 → ℝ × ℝ) : ℝ :=
  (((q 0).1 - (q 1).1) ^ 2 + ((q 0).2 - (q 1).2) ^ 2 - 1) ^ 2 + ((q 0).1 ^ 2 + (q 0).2 ^ 2)
```

$V$ is a polynomial in the coordinates (`fun_prop`). For any vector $(a,b)$, $(a\cos\theta-b\sin\theta)^2+(a\sin\theta+b\cos\theta)^2=(a^2+b^2)(\sin^2\theta+\cos^2\theta)=a^2+b^2$, applied to $q_0-q_1$ in `k1` and to $q_0$ in `k2`. With both particles at the origin $V=1$, and with both at $(1,0)$ $V=2$. These two configurations differ by a translation, so an external field centred on the origin is admitted by (e) and (g).

```lean
/-- The trapped bond potential is differentiable, invariant under every simultaneous rotation,
and not constant. -/
theorem bondTrap_witness : Differentiable ℝ bondTrap ∧
    (∀ θ q, bondTrap (rot θ q) = bondTrap q) ∧
    bondTrap (fun _ => (0, 0)) ≠ bondTrap (fun _ => (1, 0)) := by
  refine ⟨by unfold bondTrap; fun_prop, fun θ q => ?_, by norm_num [bondTrap]⟩
  have h := sin_sq_add_cos_sq θ
  have k1 : ∀ a b c d : ℝ, (cos θ * a - sin θ * b - (cos θ * c - sin θ * d)) ^ 2
      + (sin θ * a + cos θ * b - (sin θ * c + cos θ * d)) ^ 2 = (a - c) ^ 2 + (b - d) ^ 2 :=
    fun a b c d => by linear_combination ((a - c) ^ 2 + (b - d) ^ 2) * h
  have k2 : ∀ a b : ℝ, (cos θ * a - sin θ * b) ^ 2 + (sin θ * a + cos θ * b) ^ 2
      = a ^ 2 + b ^ 2 := fun a b => by linear_combination (a ^ 2 + b ^ 2) * h
  simp only [bondTrap, rot]
  rw [k1, k2]
```

## (i) The half turn is not enough

For one particle with $V=xy$, show that $V$ is differentiable and invariant under rotation by $\pi$, yet $T$ is not zero everywhere.

```lean
/-- The saddle potential `V = x y` for a single particle. -/
def saddle (q : Fin 1 → ℝ × ℝ) : ℝ := (q 0).1 * (q 0).2
```

The half turn gives $(-x)(-y)=xy$. If $T$ vanished everywhere, (e) would give invariance under the quarter turn, which sends $(1,1)$ to $(-1,1)$ and $V$ from $1$ to $-1$, a contradiction. The Lean proof takes this route, with `norm_num` refuting $-1=1$, and does not evaluate $T$. Direct differentiation gives $T=x^2-y^2$, which is $1$ at $(1,0)$.

```lean
/-- The saddle potential is differentiable and invariant under the half turn, yet its torque
sum does not vanish at every configuration. -/
theorem half_turn_not_enough : Differentiable ℝ saddle ∧
    (∀ q, saddle (rot π q) = saddle q) ∧ ¬ ∀ q, torque saddle q = 0 := by
  have hd : Differentiable ℝ saddle := by
    unfold saddle
    fun_prop
  refine ⟨hd, fun q => ?_, fun h => ?_⟩
  · simp only [saddle, rot, cos_pi, sin_pi]
    ring
  · -- zero torque would force invariance under the quarter turn, which flips the sign of `x y`
    have := (invariant_iff_torque_eq_zero hd).2 h (π / 2) (fun _ => (1, 1))
    simp only [saddle, rot, cos_pi_div_two, sin_pi_div_two] at this
    norm_num at this

end

end RotationalInvarianceTorque
```

```lean
#print axioms RotationalInvarianceTorque.invariant_iff_torque_eq_zero
#print axioms RotationalInvarianceTorque.angMom_verlet_iterate
#print axioms RotationalInvarianceTorque.half_turn_not_enough
```

```
'RotationalInvarianceTorque.invariant_iff_torque_eq_zero' depends on axioms: [propext, Classical.choice, Quot.sound]
'RotationalInvarianceTorque.angMom_verlet_iterate' depends on axioms: [propext, Classical.choice, Quot.sound]
'RotationalInvarianceTorque.half_turn_not_enough' depends on axioms: [propext, Classical.choice, Quot.sound]
```
